# The ratio of a Gaussian primitive to an exponential tail peaks at R exactly when a = (kR + n)/(2R²)

The declaration `tailRatio_peak_iff` concerns the unnormalised radial Gaussian primitive rⁿ exp(−ar²), with n a natural number and a real, divided by the exponential tail exp(−kr) with k > 0. It states that, for a given R > 0, this ratio is strictly larger at R than at every other positive radius if and only if a = (kR + n)/(2R²). In the forward direction the attempt sets the derivative of the ratio to zero at the maximum and solves for a. In the converse it bounds the ratio at r by its value at R times exp(−a(r − R)²), a factor that is below 1 when r ≠ R because a > 0.

The first attempt, which Lean rejects:

```lean
import Mathlib

open Filter Topology

namespace GaussianAnionTail

noncomputable section

/-- The radial Gaussian primitive `r^n exp(-a r²)`. -/
def primitive (n : ℕ) (a r : ℝ) : ℝ := r ^ n * Real.exp (-a * r ^ 2)

/-- The ratio of a radial function `g` to the exponential tail `exp(-k r)`. -/
def tailRatio (k : ℝ) (g : ℝ → ℝ) (r : ℝ) : ℝ := g r * Real.exp (k * r)

/-- Away from the origin the primitive has logarithmic slope `n/R - 2aR`. -/
theorem hasDerivAt_primitive (n : ℕ) (a : ℝ) {R : ℝ} (hR : R ≠ 0) :
    HasDerivAt (primitive n a) ((n / R - 2 * a * R) * primitive n a R) R := by
  have h1 : HasDerivAt (fun r : ℝ => -a * r ^ 2) (-(2 * a * R)) R :=
    ((hasDerivAt_pow 2 R).const_mul (-a)).congr_deriv (by norm_num; ring)
  have hp : (n : ℝ) * R ^ (n - 1) = n / R * R ^ n := by
    cases n with
    | zero => simp
    | succ m =>
      rw [Nat.add_sub_cancel, pow_succ]
      field_simp
  refine HasDerivAt.congr_deriv (f := primitive n a) ((hasDerivAt_pow n R).mul h1.exp) ?_
  simp only [primitive]
  rw [hp]
  ring

/-- The logarithmic slope `n/R - 2aR` equals `-k` exactly for the exponent
`a = (kR + n)/(2R²)`. -/
theorem log_slope_eq_iff (n : ℕ) (a k : ℝ) {R : ℝ} (hR : R ≠ 0) :
    -k = n / R - 2 * a * R ↔ a = (k * R + n) / (2 * R ^ 2) := by
  have hn : (n : ℝ) / R * R = n := div_mul_cancel₀ _ hR
  rw [eq_div_iff (by positivity)]
  constructor
  · intro h
    linear_combination R * h + hn
  · intro h
    apply mul_right_cancel₀ hR
    linear_combination h - hn

/-- With the exponent matched at `R > 0`, the ratio of the primitive to the tail at any `r ≥ 0` is
at most its value at `R` times the Gaussian `exp(-a (r - R)²)`. -/
theorem matched_tailRatio_le (n : ℕ) {a k R r : ℝ} (hR : 0 < R) (hr : 0 ≤ r)
    (ha : a = (k * R + n) / (2 * R ^ 2)) :
    tailRatio k (primitive n a) r ≤
      tailRatio k (primitive n a) R * Real.exp (-a * (r - R) ^ 2) := by
  have hm := (log_slope_eq_iff n a k hR.ne').2 ha
  have e : (r - R) / R * R = r - R := div_mul_cancel₀ _ hR.ne'
  -- the power is bounded by the exponential tangent to it at `R`
  have h1 : r ≤ R * Real.exp ((r - R) / R) := by
    calc r = R * ((r - R) / R + 1) := by linear_combination -e
      _ ≤ R * Real.exp ((r - R) / R) :=
        mul_le_mul_of_nonneg_left (Real.add_one_le_exp _) hR.le
  have h2 := pow_le_pow_left₀ hr h1 n
  rw [mul_pow, ← Real.exp_nat_mul] at h2
  -- completing the square in the exponent
  have h3 : n * ((r - R) / R) + -a * r ^ 2 + k * r
      = -a * R ^ 2 + k * R + -a * (r - R) ^ 2 := by
    linear_combination (-(r - R)) * hm
  have h4 := congrArg Real.exp h3
  simp only [Real.exp_add] at h4
  unfold tailRatio primitive
  calc r ^ n * Real.exp (-a * r ^ 2) * Real.exp (k * r)
      ≤ R ^ n * Real.exp (n * ((r - R) / R)) * Real.exp (-a * r ^ 2) * Real.exp (k * r) := by
        gcongr
    _ = R ^ n * Real.exp (-a * R ^ 2) * Real.exp (k * R) * Real.exp (-a * (r - R) ^ 2) := by
        linear_combination R ^ n * h4

/-- For `k > 0`, the ratio of a primitive to the tail `exp(-k r)` has its strict maximum over `r >
0` at the radius `R` if and only if the exponent is `a = (kR + n)/(2R²)`. -/
theorem tailRatio_peak_iff (n : ℕ) (a : ℝ) {k R : ℝ} (hk : 0 < k) (hR : 0 < R) :
    (∀ r, 0 < r → r ≠ R → tailRatio k (primitive n a) r < tailRatio k (primitive n a) R) ↔
      a = (k * R + n) / (2 * R ^ 2) := by
  have hpos : 0 < tailRatio k (primitive n a) R := by
    unfold tailRatio primitive
    positivity
  constructor
  · intro h
    -- the derivative of the ratio vanishes at an interior maximum
    have hmax : IsLocalMax (tailRatio k (primitive n a)) R := by
      filter_upwards [lt_mem_nhds hR] with r hr
      by_cases hrR : r = R
      · rw [hrR]
      · exact (h r hr hrR).le
    have h1 : HasDerivAt (fun r : ℝ => k * r) k R := by
      simpa using (hasDerivAt_id' R).const_mul k
    have hd : HasDerivAt (tailRatio k (primitive n a))
        ((n / R - 2 * a * R + k) * tailRatio k (primitive n a) R) R := by
      refine HasDerivAt.congr_deriv (f := tailRatio k (primitive n a))
        ((hasDerivAt_primitive n a hR.ne').mul h1.exp) ?_
      simp only [tailRatio]
      ring
    have h0 := (mul_eq_zero.1 (hmax.hasDerivAt_eq_zero hd)).resolve_right hpos.ne'
    exact (log_slope_eq_iff n a k hR.ne').1 (by linarith)
  · intro ha r hr hrR
    have ha0 : 0 < a := by
      rw [ha]
      positivity
    have hsq : 0 < (r - R) ^ 2 := pow_pos_of_ne (sub_ne_zero.2 hrR)
    have hexp : Real.exp (-a * (r - R) ^ 2) < 1 :=
      Real.exp_lt_one (by nlinarith [mul_pos ha0 hsq])
    exact (matched_tailRatio_le n hR hr.le ha).trans_lt (by nlinarith [mul_pos hpos (sub_pos.2 hexp)])
where
  pow_pos_of_ne {x : ℝ} (hx : x ≠ 0) : 0 < x ^ 2 := by positivity

end

end GaussianAnionTail
```

Compiling this gives:

```
Main.lean:104:6: error(lean.unknownIdentifier): Unknown constant `Real.exp_lt_one`
```

Lean accepts the file once it reads:

```diff
@@ -100,10 +100,10 @@
       rw [ha]
       positivity
-    have hsq : 0 < (r - R) ^ 2 := pow_pos_of_ne (sub_ne_zero.2 hrR)
+    have hne : r - R ≠ 0 := sub_ne_zero.2 hrR
+    have hsq : 0 < (r - R) ^ 2 := by positivity
     have hexp : Real.exp (-a * (r - R) ^ 2) < 1 :=
-      Real.exp_lt_one (by nlinarith [mul_pos ha0 hsq])
-    exact (matched_tailRatio_le n hR hr.le ha).trans_lt (by nlinarith [mul_pos hpos (sub_pos.2 hexp)])
-where
-  pow_pos_of_ne {x : ℝ} (hx : x ≠ 0) : 0 < x ^ 2 := by positivity
+      Real.exp_lt_one_iff.2 (by nlinarith [mul_pos ha0 hsq])
+    exact (matched_tailRatio_le n hR hr.le ha).trans_lt
+      (by nlinarith [mul_pos hpos (sub_pos.2 hexp)])
 
 end
```

The message says that no constant named `Real.exp_lt_one` exists in the Mathlib being used. The proof cites it for `hexp`, the claim that exp(−a(r − R)²) < 1. The claim is true and only the name is at fault.

The repair uses `Real.exp_lt_one_iff`, which says that the exponential of a real number is below 1 if and only if that number is negative. Its direction `.2` turns a proof that the exponent is negative into the bound wanted. That proof is the same `nlinarith` call as before, which is given that a(r − R)² is positive.

The other changes are tidying, since Lean reported no error there. The helper `pow_pos_of_ne` in the `where` clause is removed, and `positivity` now proves `hsq` in place, with the fact r − R ≠ 0 put in the context as `hne` for it to use. The last line is merely broken in two.
